# For dynamics that start from the identity, the higher transfer tensors vanish exactly when the dynamical maps form a semigroup

## Dynamical maps and transfer tensors on a time grid

Let time run in equal steps, numbered n = 0, 1, 2, …. The dynamical map E_n takes the reduced density matrix of an open system at step 0 to that at step n:

ρ_n = E_n ρ_0.

For a system with d levels, E_n is a linear map on d×d matrices, so it can be written as a d²×d² matrix. The argument uses only addition, subtraction and multiplication of such maps, so the E_n may be elements of any ring R with a unit. Multiplication need not be commutative, and R need not be finite-dimensional.

```lean
import Mathlib

open Finset

namespace TransferTensor

variable {R : Type*} [Ring R]
```

The transfer tensors T_1, T_2, … are a second sequence in R, tied to the maps by

E_(n+1) = ∑_{j+m=n} T_(j+1) E_m  for every n ≥ 0.

The tensor T_(j+1) carries the state at step m to its contribution at step m + j + 1, so its order is the number of steps that it reaches back. With k = j + 1 this is the usual convolution: for every n ≥ 1, E_n is the sum of T_k E_(n−k) over k = 1, …, n.

```lean
/-- The transfer tensor relation: each dynamical map `E (n+1)` is the sum of all products
`T (j+1) * E m` with `j + m = n`. -/
def TransferRelation (E T : ℕ → R) : Prop :=
  ∀ n, E (n + 1) = ∑ p ∈ antidiagonal n, T (p.1 + 1) * E p.2
```

In Lean both sequences are functions `ℕ → R`, and `antidiagonal n` is the finite set of pairs `p` with `p.1 + p.2 = n`. Here `p.1` is j and `p.2` is m. Summing over pairs avoids the subtraction n − k, which is truncated at zero for natural numbers. The tensors stand to the left of the maps, and T_0 never enters.

The theorems on general maps also assume `h0 : E 0 = 1`: no time has passed, so the state is unchanged. A common physical setting is an initial product of an arbitrary system state and a fixed bath state, for which each E_n is a well-defined linear map. Once E_0 = 1, the transfer relation does not restrict the dynamics. It can be solved for T_1, then T_2, and so on, and thus serves as a definition of the tensors; this solvability is an observation about the recursion, not one of the Lean statements below.

Complete positivity and trace preservation are not assumed. The word "semigroup" refers here to discrete time, and nothing is said about a continuous-time generator or its Lindblad form.

## The first tensor is the one-step map

At n = 0 the only pair is (0, 0), so

E_1 = T_1 E_0 = T_1.

```lean
/-- If the evolution starts from the identity, the first transfer tensor is the dynamical map
of one time step. -/
theorem first_tensor {E T : ℕ → R} (h0 : E 0 = 1) (h : TransferRelation E T) :
    T 1 = E 1 := by
  have h1 := h 0
  simpa [h0] using h1.symm
```

The code takes the relation at zero, and `simpa` evaluates the one-term sum with the help of `h0`.

## Separating one step of evolution from the memory

Write the relation for E_(n+2) and take out the term with j = 0. In the remaining terms, replace j by j + 1:

E_(n+2) = ∑_{j+m=n+1} T_(j+1) E_m
= T_1 E_(n+1) + ∑_{j+m=n} T_(j+2) E_m
= E_1 E_(n+1) + ∑_{j+m=n} T_(j+2) E_m.

The first term is one more application of the one-step map. The sum holds all the memory, and only tensors of order two and higher appear in it.

```lean
/-- For an evolution that starts from the identity, each later map is one further application
of the one-step map plus a memory term built from the tensors of order two and higher. -/
theorem memory_split {E T : ℕ → R} (h0 : E 0 = 1) (h : TransferRelation E T) (n : ℕ) :
    E (n + 2) = E 1 * E (n + 1) + ∑ p ∈ antidiagonal n, T (p.1 + 2) * E p.2 := by
  have h1 := h (n + 1)
  rw [Finset.Nat.sum_antidiagonal_succ] at h1
  rw [← first_tensor h0 h]
  exact h1
```

The proof turns on the Mathlib lemma `Finset.Nat.sum_antidiagonal_succ`. For any function f of a pair it says

∑_{j+m=n+1} f(j, m) = f(0, n+1) + ∑_{j+m=n} f(j+1, m).

It takes out the first term and shifts the index in a single rewrite, with no separate argument about the range of summation. After the rewrite the tensor index reads `p.1 + 1 + 1`, while the theorem has `p.1 + 2`. Lean accepts these as equal by computation, so `exact h1` closes the goal. The same lemma returns twice in the example at the end.

## Without memory the maps are powers

Suppose that T_2, …, T_N vanish. Then E_n = E_1^n for all n ≤ N, by induction on n. For n = 0 and n = 1 this is E_0 = 1 and E_1 = E_1. For a step n + 2 ≤ N, the memory sum contains only tensors of orders 2 to n + 2, all of which are zero, and therefore

E_(n+2) = E_1 E_(n+1) = E_1 E_1^(n+1) = E_1^(n+2).

```lean
/-- For an evolution that starts from the identity, if the transfer tensors of orders two to `N`
vanish, then the dynamical maps up to time `N` are powers of the one-step map. -/
theorem powers_of_no_memory {E T : ℕ → R} (h0 : E 0 = 1) (h : TransferRelation E T) (N : ℕ)
    (hT : ∀ k, 2 ≤ k → k ≤ N → T k = 0) : ∀ n, n ≤ N → E n = E 1 ^ n := by
  intro n
  induction n with
  | zero => intro _; rw [h0, pow_zero]
  | succ n ih =>
    intro hn
    rcases n with _ | n
    · simp
    · -- every term of the memory sum contains a vanishing tensor
      have hsum : ∑ p ∈ antidiagonal n, T (p.1 + 2) * E p.2 = 0 := by
        apply Finset.sum_eq_zero
        intro p hp
        have hp' : p.1 + p.2 = n := HasAntidiagonal.mem_antidiagonal.mp hp
        rw [hT (p.1 + 2) (by omega) (by omega), zero_mul]
      have hs := memory_split h0 h n
      rw [hsum, add_zero, ih (by omega), ← pow_succ'] at hs
      exact hs
```

The block `hsum` shows that the memory sum vanishes term by term, with `omega` checking that each order lies between 2 and N. The last rewrite inserts the induction hypothesis into the split relation and collects the power. Ordinary induction is enough, because without memory each map depends only on the one before it.

## The first nonzero tensor beyond T_1 measures the first deviation

Now suppose only that T_2, …, T_(m+1) vanish. In the memory sum for E_(m+2) the single term that can survive is the one that reaches back to the initial time:

∑_{j+l=m} T_(j+2) E_l = T_(m+2) E_0 = T_(m+2).

By the previous result E_(m+1) = E_1^(m+1), so

E_(m+2) = E_1^(m+2) + T_(m+2),
T_(m+2) = E_(m+2) − E_1^(m+2).

For m = 0 there is nothing to suppose, and the formula reads T_2 = E_2 − E_1².

```lean
/-- For an evolution that starts from the identity, if the tensors of orders two to `m+1` vanish,
the next tensor is the deviation of the dynamical map from the power of the one-step map. -/
theorem first_memory {E T : ℕ → R} (h0 : E 0 = 1) (h : TransferRelation E T) (m : ℕ)
    (hT : ∀ k, 2 ≤ k → k ≤ m + 1 → T k = 0) :
    T (m + 2) = E (m + 2) - E 1 ^ (m + 2) := by
  -- only the term with the longest memory survives
  have hsum : ∑ p ∈ antidiagonal m, T (p.1 + 2) * E p.2 = T (m + 2) := by
    rw [Finset.sum_eq_single (m, 0)]
    · simp [h0]
    · rintro ⟨a, b⟩ hp hne
      have hab : a + b = m := HasAntidiagonal.mem_antidiagonal.mp hp
      have hb : b ≠ 0 := fun hb => hne (Prod.ext (show a = m by omega) hb)
      show T (a + 2) * E b = 0
      rw [hT (a + 2) (by omega) (by omega), zero_mul]
    · intro hn
      exact absurd (by simp) hn
  have hs := memory_split h0 h m
  rw [hsum, powers_of_no_memory h0 h (m + 1) hT (m + 1) le_rfl, ← pow_succ'] at hs
  exact eq_sub_of_add_eq' hs.symm
```

The reduction to one term is `Finset.sum_eq_single (m, 0)`. It asks for a proof that every other pair contributes zero: such a pair has a nonzero second entry, hence a first entry below m, and its tensor vanishes by hypothesis.

The formula for T_2 also shows which notion of memory is being tested. If the evolution consists of two different steps, first A and then B, then E_1 = A and E_2 = BA, so T_2 = (B − A)A. This can be nonzero even though neither step refers to the past. Vanishing higher tensors thus say that the maps from step 0 are powers of one fixed map. Memoryless evolution with time-dependent steps need not have this property, and the property alone does not show that the environment keeps no record of the past.

## Equivalence up to a finite time

One direction is already established. For the other, let E_n = E_1^n for all n ≤ N, and take an order k with 2 ≤ k ≤ N. Assume that all tensors of orders from 2 to k − 1 vanish. Writing k = m + 2, the deviation formula gives

T_k = E_k − E_1^k = 0.

By strong induction all tensors of orders 2 to N vanish.

```lean
/-- For an evolution that starts from the identity, the tensors of orders two to `N` vanish
exactly when all dynamical maps up to time `N` are powers of the one-step map. -/
theorem no_memory_up_to_iff {E T : ℕ → R} (h0 : E 0 = 1) (h : TransferRelation E T) (N : ℕ) :
    (∀ k, 2 ≤ k → k ≤ N → T k = 0) ↔ ∀ n, n ≤ N → E n = E 1 ^ n := by
  refine ⟨powers_of_no_memory h0 h N, ?_⟩
  intro H k
  induction k using Nat.strong_induction_on with
  | _ k ih =>
    intro h2 hN
    obtain ⟨m, rfl⟩ := Nat.exists_eq_add_of_le' h2
    rw [first_memory h0 h m (fun j hj hjm => ih j (by omega) hj (by omega)),
      H (m + 2) hN, sub_self]
```

Strong induction is convenient here because the deviation formula requires all lower memory tensors to be zero, not just the preceding one. For N = 0 and N = 1 both sides of the equivalence hold automatically. The statement concerns times up to N only: a run that shows no memory within N steps leaves T_(N+1) undetermined.

## Equivalence for all times

If all tensors beyond the first vanish, the finite-time result with N = n gives E_n = E_1^n for each n. Conversely, if every map is a power, the same result with N = k gives T_k = 0 for each k ≥ 2. Hence

T_k = 0 for all k ≥ 2  ⇔  E_n = E_1^n for all n.

```lean
/-- For an evolution that starts from the identity, all transfer tensors beyond the first vanish
exactly when every dynamical map is a power of the one-step map. -/
theorem no_memory_iff_powers {E T : ℕ → R} (h0 : E 0 = 1) (h : TransferRelation E T) :
    (∀ k, 2 ≤ k → T k = 0) ↔ ∀ n, E n = E 1 ^ n :=
  ⟨fun H n => (no_memory_up_to_iff h0 h n).1 (fun k hk _ => H k hk) n le_rfl,
    fun H k hk => (no_memory_up_to_iff h0 h k).2 (fun n _ => H n) k hk le_rfl⟩
```

The powers can be replaced by the composition law. If E_n = E_1^n for all n, then

E_(m+n) = E_1^(m+n) = E_1^m E_1^n = E_m E_n.

Conversely, the composition law with a second step count of 1 gives E_(n+1) = E_n E_1, and induction from E_0 = 1 yields the powers.

```lean
/-- For an evolution that starts from the identity, all transfer tensors beyond the first vanish
exactly when the dynamical maps obey the semigroup law. -/
theorem no_memory_iff_semigroup {E T : ℕ → R} (h0 : E 0 = 1) (h : TransferRelation E T) :
    (∀ k, 2 ≤ k → T k = 0) ↔ ∀ m n, E (m + n) = E m * E n := by
  rw [no_memory_iff_powers h0 h]
  constructor
  · intro H m n
    rw [H (m + n), H m, H n, pow_add]
  · intro H n
    induction n with
    | zero => rw [h0, pow_zero]
    | succ n ih => rw [H n 1, pow_succ, ← ih]
```

The first rewrite trades the condition on the tensors for the condition on powers, and the two bullets are the two directions just given. No commutativity is needed, since only powers of the single element E_1 are multiplied.

In simulations of open quantum systems, transfer tensors extracted from short trajectories can be used to propagate to longer times. For a fixed time step and exact maps, the theorem identifies when keeping T_1 alone loses nothing.

## A dephasing average with memory

Consider a coherence with two equally likely static frequencies, which turn its phase by θ or −θ per step. Normalised to 1 at the start, its average is

E_n = (e^(inθ) + e^(−inθ))/2 = cos(nθ).

The ring is now that of the real numbers, and E_n is the factor that multiplies the initial coherence.

```lean
/-- The coherence after `n` steps, normalised to one at the start and averaged over two equally
likely static frequencies that turn the phase by `θ` or `-θ` per step. -/
noncomputable def coherence (θ : ℝ) (n : ℕ) : ℝ := Real.cos ((n : ℝ) * θ)
```

The tensors of this evolution are

T_1 = cos θ,
T_(k+2) = −sin²θ cos^k θ  for k ≥ 0.

For k = 0 this agrees with the deviation formula, since cos 2θ − cos²θ = −sin²θ.

```lean
/-- The transfer tensors of the averaged coherence: `cos θ` at order one and
`-sin² θ cos^k θ` at order `k+2`; the entry at order zero is not used. -/
noncomputable def coherenceTensor (θ : ℝ) : ℕ → ℝ
  | 0 => 0
  | 1 => Real.cos θ
  | k + 2 => -Real.sin θ ^ 2 * Real.cos θ ^ k
```

The definition goes by cases on the order. The value at order zero is a placeholder, because a function on `ℕ` needs one.

To check the transfer relation, the memory terms must be summed. Let

S_n = ∑_{j+m=n} cos^j θ cos(mθ).

The claim is sin θ S_n = sin((n+1)θ). For n = 0 it holds because S_0 = 1. Taking out the term with j = 0 gives

S_(n+1) = cos((n+1)θ) + cos θ S_n,

and multiplication by sin θ, together with the claim for n, gives

sin θ S_(n+1) = sin θ cos((n+1)θ) + cos θ sin((n+1)θ) = sin((n+2)θ).

```lean
/-- The sum of `cos^j θ * cos (m θ)` over all pairs with `j + m = n`, multiplied by `sin θ`, is
`sin ((n + 1) θ)`. -/
theorem memory_sum (θ : ℝ) (n : ℕ) :
    Real.sin θ * ∑ p ∈ antidiagonal n, Real.cos θ ^ p.1 * Real.cos ((p.2 : ℝ) * θ)
      = Real.sin (((n : ℝ) + 1) * θ) := by
  induction n with
  | zero => simp
  | succ n ih =>
    have split : ∑ p ∈ antidiagonal (n + 1), Real.cos θ ^ p.1 * Real.cos ((p.2 : ℝ) * θ)
        = Real.cos θ ^ 0 * Real.cos (((n + 1 : ℕ) : ℝ) * θ)
          + ∑ p ∈ antidiagonal n, Real.cos θ ^ (p.1 + 1) * Real.cos ((p.2 : ℝ) * θ) :=
      Finset.Nat.sum_antidiagonal_succ
    have hs : ∑ p ∈ antidiagonal n, Real.cos θ ^ (p.1 + 1) * Real.cos ((p.2 : ℝ) * θ)
        = Real.cos θ * ∑ p ∈ antidiagonal n, Real.cos θ ^ p.1 * Real.cos ((p.2 : ℝ) * θ) := by
      rw [Finset.mul_sum]
      exact Finset.sum_congr rfl (fun p _ => by ring)
    -- addition theorem for one more step of phase
    have ha : Real.sin ((((n + 1 : ℕ) : ℝ) + 1) * θ)
        = Real.sin (((n : ℝ) + 1) * θ) * Real.cos θ
          + Real.cos (((n : ℝ) + 1) * θ) * Real.sin θ := by
      rw [← Real.sin_add]
      congr 1
      push_cast
      ring
    rw [split, hs, ha]
    push_cast
    linear_combination Real.cos θ * ih
```

The step `split` is the antidiagonal lemma again, `hs` pulls out the common factor cos θ, and `ha` is the addition theorem for the sine. `linear_combination` then adds cos θ times the induction hypothesis. Keeping the factor sin θ on the left avoids a division, so the identity also covers angles with sin θ = 0.

The relation for the first step is cos θ = T_1 E_0. For the later steps, the right-hand side of the transfer relation becomes

cos θ cos((n+1)θ) − sin²θ S_n
= cos θ cos((n+1)θ) − sin θ sin((n+1)θ)
= cos((n+2)θ) = E_(n+2).

```lean
/-- The averaged coherence starts from one and obeys the transfer tensor relation with the
tensors `coherenceTensor θ`. -/
theorem coherence_witness (θ : ℝ) :
    coherence θ 0 = 1 ∧ TransferRelation (coherence θ) (coherenceTensor θ) := by
  refine ⟨by simp [coherence], ?_⟩
  intro n
  rcases n with _ | n
  · simp [coherence, coherenceTensor]
  · have split : ∑ p ∈ antidiagonal (n + 1), coherenceTensor θ (p.1 + 1) * coherence θ p.2
        = Real.cos θ * Real.cos (((n + 1 : ℕ) : ℝ) * θ)
          + ∑ p ∈ antidiagonal n,
              (-Real.sin θ ^ 2 * Real.cos θ ^ p.1) * Real.cos ((p.2 : ℝ) * θ) :=
      Finset.Nat.sum_antidiagonal_succ
    have hs : ∑ p ∈ antidiagonal n,
          (-Real.sin θ ^ 2 * Real.cos θ ^ p.1) * Real.cos ((p.2 : ℝ) * θ)
        = -Real.sin θ * (Real.sin θ *
            ∑ p ∈ antidiagonal n, Real.cos θ ^ p.1 * Real.cos ((p.2 : ℝ) * θ)) := by
      rw [Finset.mul_sum, Finset.mul_sum]
      exact Finset.sum_congr rfl (fun p _ => by ring)
    have hc : coherence θ (n + 1 + 1)
        = Real.cos (((n : ℝ) + 1) * θ) * Real.cos θ
          - Real.sin (((n : ℝ) + 1) * θ) * Real.sin θ := by
      rw [← Real.cos_add]
      unfold coherence
      congr 1
      push_cast
      ring
    rw [split, hs, memory_sum, hc]
    push_cast
    ring

end TransferTensor
```

Here `split` separates T_1 from the memory tensors, `hs` writes the memory sum as −sin θ (sin θ S_n) so that `memory_sum` applies, and `hc` is the addition theorem for the cosine.

When sin θ ≠ 0, T_2 is nonzero and the averaged coherence is not a semigroup, although each of the two frequencies separately gives one. In this example the higher tensors come from averaging over a frequency that stays fixed during each run. Not every such average produces them: a Lorentzian distribution of static frequencies gives a coherence factor that decays exponentially and obeys the semigroup law.

```lean
#print axioms TransferTensor.no_memory_iff_semigroup
-- 'TransferTensor.no_memory_iff_semigroup' depends on axioms: [propext, Classical.choice, Quot.sound]
```
